# A determinant of two orthonormal real d orbitals has $L=1$ weight at most 4/5, so it is never pure $^3P$

Suppose a code takes the expectation value of a spin-independent Hamiltonian in the parallel-spin determinant of $x^2-y^2$ and $xy$ as the $^3P$ energy of a $d^2$ atom. Even with the correct $^3F$ energy and an unrelaxed d shell, its $^3P$–$^3F$ splitting is one fifth too small, because a fifth of that determinant is $^3F$.

## The weight as a commutator norm

A real d orbital is a traceless symmetric real $3\times3$ matrix $A$, with angular function $\sqrt{15/(8\pi)}\,\mathbf r^TA\mathbf r/r^2$. With this factor, the overlap of two orbitals on the unit sphere is the inner product of their matrices. Let $\langle X,Y\rangle=\sum_{ij}X_{ij}Y_{ij}$, $\|X\|^2=\langle X,X\rangle$ and $[X,Y]=XY-YX$. For orthonormal $A,B$, the orbital state of the parallel-spin determinant,
$$\psi=S(A,B)=\frac{A\otimes B-B\otimes A}{\sqrt2}$$
has norm one, and its $L=1$ part $P$ satisfies
$$w=\|P\|^2=\tfrac25\|C\|^2\le\tfrac45,\qquad C=[A,B].$$
The rest has $L=3$. The state is pure $^3F$ exactly when $AB=BA$.

## Extracting the $^3P$ energy from two determinants

For a spin-independent, rotationally invariant Hamiltonian restricted to one $d^2$ shell with a common radial function, the energy expectation value of a parallel-spin determinant is $wE(^3P)+(1-w)E(^3F)$. The matrices of $3z^2-r^2$ and $x^2-y^2$ are diagonal and commute, so their determinant gives $E_1=E(^3F)$. The pair $x^2-y^2$, $xy$ has $w=4/5$ and gives $E_2$. Hence $E(^3P)=E_1+\tfrac54(E_2-E_1)$.

## From the coupling term to the bound

Rotation generators $(J_a)_{ij}=-\epsilon_{aij}$ act on orbitals by $[J_a,\cdot]$. Write $A_a=[J_a,A]$ and $B_a=[J_a,B]$. Since $\sum_aJ_a^2=-2$ and $\sum_aJ_aXJ_a=X^T-\operatorname{tr}X$, the sum $\sum_a[J_a,[J_a,X]]$ equals $-6X$ for d orbitals and $-2X$ for antisymmetric $X$. Let $L^2$, in units of $\hbar^2$, be minus the sum of the squares of the generators that rotate both electrons together. The product rule then gives
$$L^2\psi=12\psi-2\sum_aS(A_a,B_a).$$

With $(A\otimes B)_{(i,k),(j,l)}=A_{ij}B_{kl}$, expand the sum using $\sum_a\epsilon_{aim}\epsilon_{akn}=\delta_{ik}\delta_{mn}-\delta_{in}\delta_{mk}$. The terms without a delta cancel on antisymmetrisation, leaving $\sum_aS(A_a,B_a)=Q(C)$, where
$$Q(W)_{(i,k),(j,l)}=\tfrac1{\sqrt2}(\delta_{ik}W_{jl}+\delta_{il}W_{jk}+\delta_{jk}W_{il}+\delta_{jl}W_{ik}).$$

Applying the product rule to the antisymmetric $C$ gives $-2C=-12C+2\sum_a[A_a,B_a]$, so $\sum_a[A_a,B_a]=5C$. Applying $L^2$ to each $S(A_a,B_a)$ now yields $L^2Q(C)=12Q(C)-10Q(C)=2Q(C)$. Therefore
$$P=\frac{12\psi-L^2\psi}{10}=\tfrac15Q(C),\qquad L^2(\psi-P)=12(\psi-P).$$

In $\|Q(C)\|^2$ the four squares contribute $12\|C\|^2$ and the cross terms $8\|C\|^2$, before the factor $\tfrac12$. Thus $\|Q(C)\|^2=10\|C\|^2$ and $w=\tfrac{10}{25}\|C\|^2$. Also, $L^2\psi=12\psi$ exactly when $Q(C)=0$, that is, $C=0$.

For the bound, let $X$ be antisymmetric, with $X\mathbf v=\mathbf x\times\mathbf v$. Then
$$\|[X,A]\|^2\le4\|XA\|^2=4(|\mathbf x|^2\|A\|^2-|A\mathbf x|^2)\le2\|X\|^2,$$
where the first step drops $\|XA+AX\|^2$. Since $\langle X,C\rangle=-\langle[X,A],B\rangle$, expanding $\|[X,A]+2B\|^2\ge0$ gives $4\langle X,C\rangle\le2\|X\|^2+4$. Setting $X=C$ gives $\|C\|^2\le2$.

Finally, $\|\psi\|^2=\|A\|^2\|B\|^2-\langle A,B\rangle^2=1$. A pure $L=1$ determinant would have $P=\psi$ and weight one, which the bound excludes.

## Lean file for the weight, the bound and the $^3F$ criterion

```lean
import Mathlib

open Matrix
open scoped Kronecker

namespace DSquaredTriplets

noncomputable section

/-- Real 3 by 3 matrices. -/
abbrev M3 := Matrix (Fin 3) (Fin 3) ℝ

/-- Orbital states of two electrons, containing the products `A ⊗ₖ B`. -/
abbrev Pair := Matrix (Fin 3 × Fin 3) (Fin 3 × Fin 3) ℝ

/-- A real d orbital: a traceless symmetric matrix. -/
def IsDOrbital (A : M3) : Prop := Aᵀ = A ∧ A.trace = 0

/-- The Frobenius inner product. -/
def frob {n : Type*} [Fintype n] (X Y : Matrix n n ℝ) : ℝ := ∑ i, ∑ j, X i j * Y i j

/-- The commutator `Y ↦ X Y - Y X`. -/
def ad {n : Type*} [Fintype n] [DecidableEq n] (X : Matrix n n ℝ) :
    Matrix n n ℝ →ₗ[ℝ] Matrix n n ℝ := LinearMap.mulLeft ℝ X - LinearMap.mulRight ℝ X

/-- The generators of rotations about the x, y and z axes. -/
def J : Fin 3 → M3 :=
  ![!![0, 0, 0; 0, 0, -1; 0, 1, 0], !![0, 0, 1; 0, 0, 0; -1, 0, 0],
    !![0, -1, 0; 1, 0, 0; 0, 0, 0]]

/-- The generators of simultaneous rotations of both electrons. -/
def G (a : Fin 3) : Pair := J a ⊗ₖ 1 + 1 ⊗ₖ J a

/-- The total squared orbital angular momentum, in units of ħ². -/
def Lsq : Pair →ₗ[ℝ] Pair := -∑ a, ad (G a) ∘ₗ ad (G a)

/-- The antisymmetric orbital state `(A ⊗ B - B ⊗ A) / √2`. -/
def slater (A B : M3) : Pair := (Real.sqrt 2)⁻¹ • (A ⊗ₖ B - B ⊗ₖ A)

/-- The L = 1 component of a state composed of L = 1 and L = 3 only. -/
def pPart (ψ : Pair) : Pair := (1 / 10 : ℝ) • ((12 : ℝ) • ψ - Lsq ψ)

/-- The traceless symmetric matrix with five given coordinates. -/
def orb (a b c d e : ℝ) : M3 := !![a, b, c; b, d, e; c, e, -a - d]

/-- The antisymmetric matrix with three given coordinates. -/
def axial (x y z : ℝ) : M3 := !![0, x, y; -x, 0, z; -y, -z, 0]

/-- The two-electron tensor built from a matrix `W` and Kronecker deltas. -/
def pState : M3 →ₗ[ℝ] Pair where
  toFun W := (Real.sqrt 2)⁻¹ • Matrix.of fun p q =>
    (1 : M3) p.1 p.2 * W q.1 q.2 + (1 : M3) p.1 q.2 * W q.1 p.2 +
    (1 : M3) q.1 p.2 * W p.1 q.2 + (1 : M3) q.1 q.2 * W p.1 p.2
  map_add' V W := by
    ext p q
    simp only [Matrix.smul_apply, Matrix.add_apply, Matrix.of_apply, smul_eq_mul]
    ring
  map_smul' r W := by
    ext p q
    simp only [Matrix.smul_apply, Matrix.of_apply, smul_eq_mul, RingHom.id_apply]
    ring

/-- The real d orbitals are exactly the matrices given by five coordinates. -/
theorem isDOrbital_iff (A : M3) : IsDOrbital A ↔ ∃ a b c d e, A = orb a b c d e := by
  constructor
  · rintro ⟨h, t⟩
    have h1 : A 1 0 = A 0 1 := congrFun (congrFun h 0) 1
    have h2 : A 2 0 = A 0 2 := congrFun (congrFun h 0) 2
    have h3 : A 2 1 = A 1 2 := congrFun (congrFun h 1) 2
    rw [Matrix.trace_fin_three] at t
    refine ⟨A 0 0, A 0 1, A 0 2, A 1 1, A 1 2, ?_⟩
    ext i j
    fin_cases i <;> fin_cases j <;> simp [orb] <;> linarith
  · rintro ⟨a, b, c, d, e, rfl⟩
    refine ⟨by ext i j; fin_cases i <;> fin_cases j <;> rfl, ?_⟩
    rw [Matrix.trace_fin_three]
    show a + d + (-a - d) = 0
    ring

/-- The action of the three rotation generators on the coordinates of a d orbital. -/
theorem rotate_orb (a b c d e : ℝ) :
    ad (J 0) (orb a b c d e) = orb 0 (-c) b (-2 * e) (a + 2 * d) ∧
    ad (J 1) (orb a b c d e) = orb (2 * c) e (-2 * a - d) 0 (-b) ∧
    ad (J 2) (orb a b c d e) = orb (-2 * b) (a - d) (-e) (2 * b) c := by
  refine ⟨?_, ?_, ?_⟩ <;> ext i j <;> fin_cases i <;> fin_cases j <;>
    simp [ad, J, orb] <;> ring

/-- The commutator of two d orbitals is antisymmetric, with these coordinates. -/
theorem commutator_orb (a b c d e a' b' c' d' e' : ℝ) :
    ad (orb a b c d e) (orb a' b' c' d' e') = axial
      (a * b' + b * d' + c * e' - a' * b - b' * d - c' * e)
      (a * c' + b * e' + c * (-a' - d') - a' * c - b' * e - c' * (-a - d))
      (b * c' + d * e' + e * (-a' - d') - b' * c - d' * e - e' * (-a - d)) := by
  ext i j
  fin_cases i <;> fin_cases j <;>
    simp [ad, orb, axial] <;> ring

set_option maxHeartbeats 400000 in
/-- For d orbitals, rotating both members of a determinant by the same generator and summing
over generators gives a tensor that depends on the commutator alone. -/
theorem exchange_sum {A B : M3} (hA : IsDOrbital A) (hB : IsDOrbital B) :
    ∑ a, slater (ad (J a) A) (ad (J a) B) = pState (ad A B) := by
  obtain ⟨a, b, c, d, e, rfl⟩ := (isDOrbital_iff A).mp hA
  obtain ⟨a', b', c', d', e', rfl⟩ := (isDOrbital_iff B).mp hB
  simp only [Fin.sum_univ_three, rotate_orb, commutator_orb]
  simp only [slater, pState, LinearMap.coe_mk, AddHom.coe_mk, ← smul_add]
  congr 1
  ext ⟨i, k⟩ ⟨j, l⟩
  fin_cases i <;> fin_cases k <;> fin_cases j <;> fin_cases l <;>
    simp [orb, axial, Matrix.one_apply, -mul_eq_mul_left_iff, -mul_eq_mul_right_iff,
      -mul_eq_zero] <;> ring

/-- On a determinant of d orbitals, L² is 12 minus a term fixed by the commutator. -/
theorem Lsq_slater {A B : M3} (hA : IsDOrbital A) (hB : IsDOrbital B) :
    Lsq (slater A B) = (12 : ℝ) • slater A B - (2 : ℝ) • pState (ad A B) := by
  -- the generators obey the product rule
  have key : ∀ a X Y, ad (G a) (slater X Y) =
      slater (ad (J a) X) Y + slater X (ad (J a) Y) := by
    intro a X Y
    simp only [ad, LinearMap.sub_apply, LinearMap.mulLeft_apply, LinearMap.mulRight_apply, G,
      slater, Matrix.mul_smul, Matrix.smul_mul, add_mul, mul_add, sub_mul, mul_sub,
      ← Matrix.mul_kronecker_mul, one_mul, mul_one]
    ext ⟨i, k⟩ ⟨j, l⟩
    simp only [Matrix.add_apply, Matrix.sub_apply, Matrix.smul_apply, smul_eq_mul,
      Matrix.kroneckerMap_apply]
    ring
  -- each electron has l(l+1) = 6
  have cas : ∀ X, IsDOrbital X → ∑ a, ad (J a) (ad (J a) X) = (-6 : ℝ) • X := by
    intro X hX
    obtain ⟨a, b, c, d, e, rfl⟩ := (isDOrbital_iff X).mp hX
    simp only [Fin.sum_univ_three, rotate_orb]
    ext i j
    fin_cases i <;> fin_cases j <;> simp [orb] <;> ring
  have u := fun i j => congrFun (congrFun (cas A hA) i) j
  have v := fun i j => congrFun (congrFun (cas B hB) i) j
  rw [← exchange_sum hA hB]
  simp only [Lsq, LinearMap.neg_apply, LinearMap.sum_apply, LinearMap.comp_apply, key, map_add]
  ext ⟨i, k⟩ ⟨j, l⟩
  simp only [Fin.sum_univ_three, Matrix.add_apply, Matrix.smul_apply, smul_eq_mul] at u v
  simp only [Fin.sum_univ_three, slater, Matrix.neg_apply, Matrix.add_apply, Matrix.sub_apply,
    Matrix.smul_apply, smul_eq_mul, Matrix.kroneckerMap_apply]
  linear_combination (Real.sqrt 2)⁻¹ *
    (-B k l * u i j + B i j * u k l - A i j * v k l + A k l * v i j)

/-- A determinant of d orbitals splits into a part with L² = 2 and a part with L² = 12. -/
theorem slater_terms {A B : M3} (hA : IsDOrbital A) (hB : IsDOrbital B) :
    Lsq (pPart (slater A B)) = (2 : ℝ) • pPart (slater A B) ∧
    Lsq (slater A B - pPart (slater A B)) =
      (12 : ℝ) • (slater A B - pPart (slater A B)) := by
  have hJ : ∀ a X, IsDOrbital X → IsDOrbital (ad (J a) X) := by
    intro a X hX
    obtain ⟨p, q, r, s, t, rfl⟩ := (isDOrbital_iff X).mp hX
    fin_cases a
    · exact (isDOrbital_iff _).mpr ⟨_, _, _, _, _, (rotate_orb p q r s t).1⟩
    · exact (isDOrbital_iff _).mpr ⟨_, _, _, _, _, (rotate_orb p q r s t).2.1⟩
    · exact (isDOrbital_iff _).mpr ⟨_, _, _, _, _, (rotate_orb p q r s t).2.2⟩
  have hd : ∑ a, ad (ad (J a) A) (ad (J a) B) = (5 : ℝ) • ad A B := by
    obtain ⟨a, b, c, d, e, rfl⟩ := (isDOrbital_iff A).mp hA
    obtain ⟨a', b', c', d', e', rfl⟩ := (isDOrbital_iff B).mp hB
    simp only [Fin.sum_univ_three, rotate_orb, commutator_orb]
    ext i j
    fin_cases i <;> fin_cases j <;> simp [axial] <;> ring
  have h1 := exchange_sum hA hB
  have h5 : ∑ a, pState (ad (ad (J a) A) (ad (J a) B)) = (5 : ℝ) • pState (ad A B) := by
    rw [← map_sum, hd, map_smul]
  -- the commutator tensor is a sum of determinants, so L² can be applied again
  have hQ : Lsq (pState (ad A B)) = (2 : ℝ) • pState (ad A B) := by
    calc Lsq (pState (ad A B)) = ∑ a, Lsq (slater (ad (J a) A) (ad (J a) B)) := by
          rw [← h1, map_sum]
      _ = ∑ a, ((12 : ℝ) • slater (ad (J a) A) (ad (J a) B) -
            (2 : ℝ) • pState (ad (ad (J a) A) (ad (J a) B))) :=
          Finset.sum_congr rfl fun a _ => Lsq_slater (hJ a A hA) (hJ a B hB)
      _ = _ := by
          rw [Finset.sum_sub_distrib, ← Finset.smul_sum, ← Finset.smul_sum, h1, h5]
          module
  have hP : pPart (slater A B) = (1 / 5 : ℝ) • pState (ad A B) := by
    rw [pPart, Lsq_slater hA hB]
    module
  rw [hP]
  constructor
  · rw [map_smul, hQ]
    module
  · rw [map_sub, map_smul, hQ, Lsq_slater hA hB]
    module

/-- The commutator of two normalised d orbitals has squared norm at most 2. -/
theorem commutator_bound {A B : M3} (hA : IsDOrbital A) (hB : IsDOrbital B)
    (nA : frob A A = 1) (nB : frob B B = 1) : frob (ad A B) (ad A B) ≤ 2 := by
  obtain ⟨a, b, c, d, e, rfl⟩ := (isDOrbital_iff A).mp hA
  obtain ⟨a', b', c', d', e', rfl⟩ := (isDOrbital_iff B).mp hB
  have fo : ∀ a b c d e : ℝ, frob (orb a b c d e) (orb a b c d e) =
      a * a + d * d + (a + d) * (a + d) + 2 * (b * b + c * c + e * e) := by
    intros
    simp [frob, orb, Fin.sum_univ_three]
    ring
  have fs : ∀ x y z x' y' z' : ℝ, frob (axial x y z) (axial x' y' z') =
      2 * (x * x' + y * y' + z * z') := by
    intros
    simp [frob, axial, Fin.sum_univ_three]
    ring
  rw [fo] at nA nB
  -- a sum of squares, valid for every antisymmetric trial matrix
  have key : ∀ x y z, 4 * frob (axial x y z) (ad (orb a b c d e) (orb a' b' c' d' e')) ≤
      2 * frob (axial x y z) (axial x y z) + 4 := by
    intro x y z
    have hs : (x * x + y * y + z * z) *
        (a * a + d * d + (a + d) * (a + d) + 2 * (b * b + c * c + e * e)) =
        x * x + y * y + z * z := by rw [nA, mul_one]
    rw [commutator_orb, fs, fs]
    linarith [sq_nonneg (a * z - b * y + c * x), sq_nonneg (b * z - d * y + e * x),
      sq_nonneg (c * z - e * y - (a + d) * x), sq_nonneg (x * a + x * d - z * c + y * e),
      sq_nonneg (z * b + x * e - y * d), sq_nonneg (y * b - x * c - z * a),
      sq_nonneg (-2 * (x * b + y * c) - 2 * a'), sq_nonneg (2 * (x * b - z * e) - 2 * d'),
      sq_nonneg (2 * (y * c + z * e) + 2 * (a' + d')),
      sq_nonneg (x * a - z * c - x * d - y * e - 2 * b'),
      sq_nonneg (2 * y * a + y * d + z * b - x * e - 2 * c'),
      sq_nonneg (y * b + 2 * z * d + x * c + z * a - 2 * e')]
  obtain ⟨x, y, z, h⟩ : ∃ x y z, ad (orb a b c d e) (orb a' b' c' d' e') = axial x y z :=
    ⟨_, _, _, commutator_orb a b c d e a' b' c' d' e'⟩
  have hk := key x y z
  rw [← h] at hk
  linarith

set_option maxHeartbeats 400000 in
/-- For orthonormal real d orbitals the determinant is normalised, its L = 1 part has squared
norm `(2/5)‖AB - BA‖²`, at most 4/5, and the determinant is not a pure L = 1 state. -/
theorem triplet_P_weight {A B : M3} (hA : IsDOrbital A) (hB : IsDOrbital B)
    (nA : frob A A = 1) (nB : frob B B = 1) (hAB : frob A B = 0) :
    frob (slater A B) (slater A B) = 1 ∧
    frob (pPart (slater A B)) (pPart (slater A B)) =
      2 / 5 * frob (A * B - B * A) (A * B - B * A) ∧
    frob (pPart (slater A B)) (pPart (slater A B)) ≤ 4 / 5 ∧
    Lsq (slater A B) ≠ (2 : ℝ) • slater A B := by
  have hr : (Real.sqrt 2)⁻¹ ^ 2 = 1 / 2 := by
    rw [inv_pow, Real.sq_sqrt (by norm_num)]
    norm_num
  have hn : frob (slater A B) (slater A B) = 1 := by
    have h : frob (slater A B) (slater A B) =
        2 * (Real.sqrt 2)⁻¹ ^ 2 * (frob A A * frob B B - frob A B ^ 2) := by
      simp only [frob, slater, Fintype.sum_prod_type, Fin.sum_univ_three, Matrix.smul_apply,
        Matrix.sub_apply, Matrix.kroneckerMap_apply, smul_eq_mul]
      ring
    rw [h, hr, nA, nB, hAB]
    norm_num
  have hw : frob (pPart (slater A B)) (pPart (slater A B)) =
      2 / 5 * frob (ad A B) (ad A B) := by
    have hP : pPart (slater A B) = (1 / 5 : ℝ) • pState (ad A B) := by
      rw [pPart, Lsq_slater hA hB]
      module
    obtain ⟨x, y, z, h⟩ : ∃ x y z, ad A B = axial x y z := by
      obtain ⟨a, b, c, d, e, rfl⟩ := (isDOrbital_iff A).mp hA
      obtain ⟨a', b', c', d', e', rfl⟩ := (isDOrbital_iff B).mp hB
      exact ⟨_, _, _, commutator_orb a b c d e a' b' c' d' e'⟩
    rw [hP, h]
    simp only [frob, pState, LinearMap.coe_mk, AddHom.coe_mk, Fintype.sum_prod_type,
      Fin.sum_univ_three, Matrix.smul_apply, Matrix.of_apply, smul_eq_mul]
    generalize (Real.sqrt 2)⁻¹ = r at hr
    simp [axial]
    linear_combination (8 / 5 * (x ^ 2 + y ^ 2 + z ^ 2)) * hr
  have hb : frob (pPart (slater A B)) (pPart (slater A B)) ≤ 4 / 5 := by
    rw [hw]
    linarith [commutator_bound hA hB nA nB]
  refine ⟨hn, hw, hb, fun h => ?_⟩
  -- a pure L = 1 determinant would equal its own L = 1 part
  have hp : pPart (slater A B) = slater A B := by
    rw [pPart, h]
    module
  rw [hp, hn] at hb
  norm_num at hb

/-- A determinant of two real d orbitals satisfies L²ψ = 12ψ, the L = 3 condition, exactly
when the two matrices commute. -/
theorem pure_F_iff_commute {A B : M3} (hA : IsDOrbital A) (hB : IsDOrbital B) :
    Lsq (slater A B) = (12 : ℝ) • slater A B ↔ A * B = B * A := by
  rw [Lsq_slater hA hB]
  constructor
  · intro h
    have h0 : pState (ad A B) = 0 := by
      linear_combination (norm := module) (-1 / 2 : ℝ) • h
    obtain ⟨x, y, z, hW⟩ : ∃ x y z, ad A B = axial x y z := by
      obtain ⟨a, b, c, d, e, rfl⟩ := (isDOrbital_iff A).mp hA
      obtain ⟨a', b', c', d', e', rfl⟩ := (isDOrbital_iff B).mp hB
      exact ⟨_, _, _, commutator_orb a b c d e a' b' c' d' e'⟩
    rw [hW] at h0
    -- three entries of the tensor recover the commutator
    have e1 := congrFun (congrFun h0 (0, 0)) (0, 1)
    have e2 := congrFun (congrFun h0 (0, 0)) (0, 2)
    have e3 := congrFun (congrFun h0 (1, 1)) (1, 2)
    simp [pState, axial, Matrix.one_apply] at e1 e2 e3
    have hz : ad A B = 0 := by
      rw [hW, e1, e2, e3]
      ext i j
      fin_cases i <;> fin_cases j <;> simp [axial]
    exact sub_eq_zero.mp hz
  · intro h
    have hz : ad A B = 0 := sub_eq_zero.mpr h
    rw [hz, map_zero, smul_zero, sub_zero]

/-- The determinant of the normalised x² - y² and xy orbitals has L = 1 weight 4/5. -/
theorem weight_attained :
    frob (pPart (slater (orb (Real.sqrt 2)⁻¹ 0 0 (-(Real.sqrt 2)⁻¹) 0)
        (orb 0 (Real.sqrt 2)⁻¹ 0 0 0)))
      (pPart (slater (orb (Real.sqrt 2)⁻¹ 0 0 (-(Real.sqrt 2)⁻¹) 0)
        (orb 0 (Real.sqrt 2)⁻¹ 0 0 0))) = 4 / 5 := by
  have hr : (Real.sqrt 2)⁻¹ * (Real.sqrt 2)⁻¹ = 1 / 2 := by
    rw [← mul_inv, Real.mul_self_sqrt (by norm_num)]
    norm_num
  have g : ∀ r : ℝ, r * r = 1 / 2 →
      frob (pPart (slater (orb r 0 0 (-r) 0) (orb 0 r 0 0 0)))
        (pPart (slater (orb r 0 0 (-r) 0) (orb 0 r 0 0 0))) = 4 / 5 := by
    intro r h
    have nA : frob (orb r 0 0 (-r) 0) (orb r 0 0 (-r) 0) = 1 := by
      simp [frob, orb, Fin.sum_univ_three]
      linarith
    have nB : frob (orb 0 r 0 0 0) (orb 0 r 0 0 0) = 1 := by
      simp [frob, orb, Fin.sum_univ_three]
      linarith
    have nAB : frob (orb r 0 0 (-r) 0) (orb 0 r 0 0 0) = 0 := by
      simp [frob, orb, Fin.sum_univ_three]
    have hc : orb r 0 0 (-r) 0 * orb 0 r 0 0 0 - orb 0 r 0 0 0 * orb r 0 0 (-r) 0 =
        axial 1 0 0 := by
      change ad (orb r 0 0 (-r) 0) (orb 0 r 0 0 0) = axial 1 0 0
      rw [commutator_orb]
      congr 1 <;> linarith
    rw [(triplet_P_weight ((isDOrbital_iff _).mpr ⟨_, _, _, _, _, rfl⟩)
      ((isDOrbital_iff _).mpr ⟨_, _, _, _, _, rfl⟩) nA nB nAB).2.1, hc]
    have fs : ∀ x : ℝ, frob (axial x 0 0) (axial x 0 0) = 2 * (x * x) := by
      intro x
      simp [frob, axial, Fin.sum_univ_three]
      ring
    rw [fs]
    norm_num
  exact g _ hr

end

end DSquaredTriplets
```

```lean
#print axioms DSquaredTriplets.slater_terms
-- 'DSquaredTriplets.slater_terms' depends on axioms: [propext, Classical.choice, Quot.sound]
#print axioms DSquaredTriplets.pure_F_iff_commute
-- 'DSquaredTriplets.pure_F_iff_commute' depends on axioms: [propext, Classical.choice, Quot.sound]
#print axioms DSquaredTriplets.weight_attained
-- 'DSquaredTriplets.weight_attained' depends on axioms: [propext, Classical.choice, Quot.sound]
```

## What the theorems say about real $d^2$ determinants

`IsDOrbital` is the orbital condition, `frob` the inner product, `ad` the commutator and `slater` the state $\psi$. `Lsq` is $L^2$ in units of $\hbar^2$, `pPart` is $P$ and `pState` is $Q$. `triplet_P_weight` assumes orthonormality (`nA`, `nB`, `hAB`) and concludes normalisation, the weight formula, the bound and $L^2\psi\ne2\psi$. `pure_F_iff_commute` needs only two d orbitals, and `weight_attained` shows that $4/5$ is reached.

The proof puts orbitals in five coordinates (`isDOrbital_iff`, `rotate_orb`, `commutator_orb`). `exchange_sum` checks the $Q(C)$ identity entry by entry with `fin_cases` and `ring`. `Lsq_slater` combines the product rule with the one-electron eigenvalue 6, and `slater_terms` applies $L^2$ again to establish the split. In `commutator_bound`, `linarith` receives squares built from the entries of $A\mathbf x$, $XA+AX$ and $[X,A]+2B$. For the $^3F$ criterion, three entries of $Q(C)$ recover $C$.

Without `hAB`, one may take $A=B$. Then $\psi=0$ satisfies both $L^2\psi=2\psi$ and $L^2\psi=12\psi$, so excluding $^3P$ requires linearly independent orbitals, and the $^3F$ criterion describes a physical state only for such a pair.

The file treats orbital angular parts only: spin, radial functions and the energy formula above lie beyond it, as do complex orbitals and states of several determinants.
